# In the cubic Dresselhaus model of a [001] well, the spin levels meet at kx² = ky² = ⟨kz²⟩, where the linearized model splits them

A calculation of Dresselhaus spin splittings in a [001] quantum well can keep the cubic terms or drop them. In the one-subband model treated here, dropping them changes more than the size of the splitting: at wavevectors whose two in-plane components both have square ⟨kz²⟩, the full model is spin-degenerate and the linearized model has a finite gap.

Write kx and ky for the components `k 0` and `k 1` of the in-plane wavevector along the cubic axes [100] and [010], and q for ⟨kz²⟩, the mean square of the wavevector along the growth direction. A point with kx² = ky² = q is called a satellite below. For q > 0 there are four of them, (±√q, ±√q) with independent signs. The results describe the field at the origin and at the satellites; no theorem below lists all its zeros.

## A spin-orbit field that lies in the plane

The first assumption is the model itself. The bulk Dresselhaus coupling is averaged over one confined state, in which ⟨kz⟩ = 0 and ⟨kz²⟩ = q. The out-of-plane component, which is proportional to kz, averages to zero. In units of the Dresselhaus coefficient, this leaves

B(k) = (kx(ky² − q), ky(q − kx²)).

Dropping the cubic terms gives the linearized field

B_lin(k) = (−q kx, q ky).

In Lean 4 with Mathlib:

```lean
import Mathlib

open Matrix

namespace DresselhausWell

noncomputable section

/-- The spin-orbit field of a [001] quantum well with linear and cubic Dresselhaus terms,
in units of the Dresselhaus coefficient; `q` is the mean square of the confined wavevector. -/
def field (q : ℝ) (k : Fin 2 → ℝ) : Fin 2 → ℝ :=
  ![k 0 * (k 1 ^ 2 - q), k 1 * (q - k 0 ^ 2)]

/-- The linearized Dresselhaus field, in which the cubic terms are dropped. -/
def linearField (q : ℝ) (k : Fin 2 → ℝ) : Fin 2 → ℝ :=
  ![-q * k 0, q * k 1]
```

Here `field q k` is B(k) and `linearField q k` is B_lin(k). Both take a real two-component vector to a real two-component vector, and q is an arbitrary real number until a theorem restricts it.

The first-order behaviour of a field is held in its Jacobian matrix, whose entry in row i and column j is the derivative of component i with respect to wavevector component j. The definition takes this matrix from the Fréchet derivative `fderiv`, so its entries have to be derived.

```lean
/-- The Jacobian matrix of a planar field at a wavevector `k` where the field is
differentiable. -/
def jacobian (F : (Fin 2 → ℝ) → (Fin 2 → ℝ)) (k : Fin 2 → ℝ) : Matrix (Fin 2) (Fin 2) ℝ :=
  LinearMap.toMatrix' (fderiv ℝ F k : (Fin 2 → ℝ) →ₗ[ℝ] (Fin 2 → ℝ))
```

The field acts on the spin through H = B0 σx + B1 σy, where B0 and B1 are the components `B 0` and `B 1`. The kinetic energy is left out because it shifts both spin states equally. A real number E counts as a level if det(H − E·1) = 0.

```lean
/-- The spin Hamiltonian `B 0 σx + B 1 σy` of an electron in an in-plane field `B`. -/
def spinHamiltonian (B : Fin 2 → ℝ) : Matrix (Fin 2) (Fin 2) ℂ :=
  !![0, (B 0 : ℂ) - Complex.I * (B 1 : ℂ); (B 0 : ℂ) + Complex.I * (B 1 : ℂ), 0]

/-- The real number `E` is a spin level in the field `B` if it solves the characteristic
equation of the spin Hamiltonian. -/
def IsLevel (B : Fin 2 → ℝ) (E : ℝ) : Prop :=
  (spinHamiltonian B - (E : ℂ) • (1 : Matrix (Fin 2) (Fin 2) ℂ)).det = 0
```

By hand, the in-plane assumption enters when this determinant is expanded. The matrix H − E·1 has −E twice on the diagonal and B0 ∓ iB1 off it, so

det(H − E·1) = E² − (B0 − iB1)(B0 + iB1) = E² − (B0² + B1²).

The levels are therefore E = ±|B|, and they coincide exactly when the in-plane field vanishes. In the code, the assumption is built into the zero diagonal of `spinHamiltonian`, and `isLevel_iff` further down uses it.

Without it, a zero of B need not be a degeneracy. A perpendicular Zeeman term Bz σz with Bz ≠ 0 leaves levels ±|Bz| at the satellites. A Rashba field proportional to (ky, −kx) stays in the plane but is itself nonzero there when q > 0, so it splits the levels at the satellites. It need not remove the degeneracies, though: for the Rashba field α(ky, −kx) with 0 < |α| < q, they move to the points kx = ky with kx² = q − α and kx = −ky with kx² = q + α. The model includes neither term, nor any mixing between subbands. That last restriction deserves attention, because at a satellite each in-plane component is as large as the root-mean-square confined wavevector.

## Differentiability at every wavevector

A Jacobian describes the field near a point only if the field is differentiable there. This condition has to be established because `fderiv` returns zero where no derivative exists, and the matrix would then say nothing about the field. For B it always holds, since both components are polynomials. With Bx and By for the first and second components of B(k), the product rule gives

∂Bx/∂kx = ky² − q,  ∂Bx/∂ky = 2kx ky,

∂By/∂kx = −2kx ky,  ∂By/∂ky = q − kx².

```lean
/-- The Dresselhaus field is differentiable at every wavevector, with the derivative given
by the displayed matrix. -/
theorem hasFDerivAt_field (q : ℝ) (k : Fin 2 → ℝ) :
    HasFDerivAt (field q) (LinearMap.toContinuousLinearMap (Matrix.toLin'
      !![k 1 ^ 2 - q, 2 * k 0 * k 1; -(2 * k 0 * k 1), q - k 0 ^ 2])) k := by
  have hx : HasFDerivAt (fun p : Fin 2 → ℝ => p 0)
      (ContinuousLinearMap.proj (R := ℝ) (φ := fun _ : Fin 2 => ℝ) 0) k :=
    hasFDerivAt_apply 0 k
  have hy : HasFDerivAt (fun p : Fin 2 → ℝ => p 1)
      (ContinuousLinearMap.proj (R := ℝ) (φ := fun _ : Fin 2 => ℝ) 1) k :=
    hasFDerivAt_apply 1 k
  -- the product rule for each component
  have h0 := hx.mul ((hy.pow 2).sub_const q)
  have h1 := hy.mul ((hx.pow 2).const_sub q)
  rw [hasFDerivAt_pi']
  refine Fin.forall_fin_two.2 ⟨h0.congr_fderiv ?_, h1.congr_fderiv ?_⟩
  · refine ContinuousLinearMap.ext fun v => ?_
    simp [Matrix.toLin'_apply, dotProduct, Fin.sum_univ_two]
    ring
  · refine ContinuousLinearMap.ext fun v => ?_
    simp [Matrix.toLin'_apply, dotProduct, Fin.sum_univ_two]
    ring
```

The theorem says that B has a derivative at every k, for every real q, and that the derivative is multiplication by the matrix of these four entries. In the proof, `hx` and `hy` are the derivatives of the two coordinate functions, and `h0` and `h1` apply the product rule to the two components of B. The rewrite with `hasFDerivAt_pi'` splits the vector statement into its components. Each remaining goal compares two linear maps on an arbitrary vector `v`, and `ring` closes it.

The Jacobian matrix can now be read off.

```lean
/-- The Jacobian matrix of the Dresselhaus field at an arbitrary wavevector. -/
theorem jacobian_field (q : ℝ) (k : Fin 2 → ℝ) :
    jacobian (field q) k =
      !![k 1 ^ 2 - q, 2 * k 0 * k 1; -(2 * k 0 * k 1), q - k 0 ^ 2] := by
  rw [jacobian, (hasFDerivAt_field q k).fderiv, LinearMap.coe_toContinuousLinearMap,
    LinearMap.toMatrix'_toLin']
```

At k = 0 the off-diagonal entries vanish and the diagonal is (−q, q). Applied to k, this matrix gives (−q kx, q ky), which is B_lin(k). Since B(0) = 0, the linearized model is the first-order expansion of the full field about the zone centre. Writing J(k) for the Jacobian matrix of B at k, the next theorem states that B_lin(k) = J(0)k for every q and k.

```lean
/-- The linearized field at `k` is the product with `k` of the Jacobian matrix of the Dresselhaus
field at the zone centre. -/
theorem linearField_eq_jacobian (q : ℝ) (k : Fin 2 → ℝ) :
    linearField q k = jacobian (field q) 0 *ᵥ k := by
  rw [jacobian_field]
  ext i
  fin_cases i <;> simp [linearField, Matrix.mulVec, dotProduct, Fin.sum_univ_two]
```

The proof inserts the matrix from `jacobian_field` and checks the two components separately.

## Both squared components equal to q

The conditions kx² = q and ky² = q, called `hx` and `hy` in the proofs from here on, place k at a satellite. Physically, each in-plane component has the magnitude at which the cubic term of the field component it enters quadratically cancels the linear one: ky² = q removes Bx, and kx² = q removes By.

By hand, they enter first in the determinant. At a general wavevector,

det J = (ky² − q)(q − kx²) + 4kx² ky².

At the origin this is (−q)(q) = −q². At a satellite the first product vanishes and the second is 4·q·q = 4q².

```lean
/-- The Jacobian determinant of the Dresselhaus field is `-q²` at the zone centre and `4q²`
at every wavevector with `kx² = ky² = q`. -/
theorem det_jacobian_field (q : ℝ) :
    (jacobian (field q) 0).det = -q ^ 2 ∧
      ∀ k : Fin 2 → ℝ, k 0 ^ 2 = q → k 1 ^ 2 = q →
        (jacobian (field q) k).det = 4 * q ^ 2 := by
  constructor
  · rw [jacobian_field, Matrix.det_fin_two_of]
    simp only [Pi.zero_apply]
    ring
  · intro k hx hy
    rw [jacobian_field, Matrix.det_fin_two_of, hx, hy]
    linear_combination 4 * k 1 ^ 2 * hx + 4 * q * hy
```

The first half of the theorem concerns the origin and needs no condition on k. The second half holds for every k that satisfies both equations. Its proof rewrites with `hx` and `hy`, which clears the diagonal, and `linear_combination` then replaces the squares in 4kx² ky² by q. For q ≠ 0 the two signs differ: to first order the field map reverses orientation at the origin and preserves it at a satellite.

Both conditions are needed. Take q > 0 and k = (√q, 0), which satisfies only the first. The field there is (−q√q, 0), so the levels are split, and the Jacobian determinant is 0. At k = (0, √q), which satisfies only the second, the field is (0, q√q) and the determinant is again 0.

To turn statements about the field into statements about energies, the proof needs the level formula derived above.

```lean
/-- The spin levels in an in-plane field are the energies whose square is the squared
length of the field. -/
theorem isLevel_iff (B : Fin 2 → ℝ) (E : ℝ) :
    IsLevel B E ↔ E ^ 2 = B 0 ^ 2 + B 1 ^ 2 := by
  have h : (spinHamiltonian B - (E : ℂ) • (1 : Matrix (Fin 2) (Fin 2) ℂ)).det
      = ((E ^ 2 - (B 0 ^ 2 + B 1 ^ 2) : ℝ) : ℂ) := by
    rw [Matrix.det_fin_two]
    simp [spinHamiltonian]
    linear_combination (B 1 : ℂ) ^ 2 * Complex.I_sq
  rw [IsLevel, h, Complex.ofReal_eq_zero, sub_eq_zero]
```

The theorem reads: E is a level in the field B if and only if E² = B0² + B1². The auxiliary equation `h` is the expansion of the determinant, with `Complex.I_sq` supplying i² = −1. The last line passes from a vanishing complex number to the real equation.

## A confined state with q > 0

The condition q > 0 holds for every confined electron: a normalised bound state has a positive mean square wavevector along the growth direction. It separates the satellites from the origin.

At a satellite, the full field is

B = (kx·0, ky·0) = (0, 0),

so E² = 0 and the only level is E = 0. For the linearized field at the same point,

|B_lin|² = q² kx² + q² ky² = 2q³.

Its levels are E = ±√2 q^(3/2), a splitting of 2√2 q^(3/2) in units of the Dresselhaus coefficient. By hand, positivity is used only in the last inference, that 2q³ is not zero.

```lean
/-- For `q > 0` and `kx² = ky² = q`, the full model has the single spin level `E = 0`, while
the linearized model has a nonzero field and levels with `E² = 2q³`. -/
theorem linear_model_misses_degeneracy {q : ℝ} (hq : 0 < q) {k : Fin 2 → ℝ}
    (hx : k 0 ^ 2 = q) (hy : k 1 ^ 2 = q) :
    (∀ E, IsLevel (field q k) E ↔ E = 0) ∧ linearField q k ≠ 0 ∧
      ∀ E, IsLevel (linearField q k) E ↔ E ^ 2 = 2 * q ^ 3 := by
  -- squared length of the linearized field
  have hlen : linearField q k 0 ^ 2 + linearField q k 1 ^ 2 = 2 * q ^ 3 := by
    change (-q * k 0) ^ 2 + (q * k 1) ^ 2 = 2 * q ^ 3
    linear_combination q ^ 2 * hx + q ^ 2 * hy
  refine ⟨fun E => ?_, fun h => ?_, fun E => ?_⟩
  · rw [isLevel_iff]
    simp [field, hx, hy]
  · rw [h] at hlen
    simp only [Pi.zero_apply] at hlen
    have : 0 < q ^ 3 := pow_pos hq 3
    linarith
  · rw [isLevel_iff, hlen]
```

The theorem has three parts for a satellite k with q > 0. In the full model, a real number is a level exactly when it is zero; since H is a Hermitian 2 × 2 matrix, this single level is doubly degenerate. The linearized field is not the zero vector. The levels of the linearized model are exactly the real solutions of E² = 2q³.

The proof first obtains the squared length 2q³ as `hlen`, from `hx` and `hy` alone. The first part then follows from `isLevel_iff` and the vanishing of both field components. For the second, a zero linearized field would turn `hlen` into 0 = 2q³, which contradicts q³ > 0; this is the only use of `hq`. The third part combines `isLevel_iff` with `hlen`.

At q = 0 the second part fails. The conditions then force k = 0, the satellites have merged with the origin, and the linearized field vanishes as well. What this example shows to be necessary is q ≠ 0. Negative q needs no separate exclusion, because no real kx satisfies kx² = q < 0.

## Cone slopes for any real q

The comparison of the field near its zeros keeps the satellite conditions but does without positivity. Let d be a small displacement with components d0 and d1. About the origin, the first-order field is

J(0)d = (−q d0, q d1), with squared length q²(d0² + d1²).

About a satellite, the diagonal of J vanishes, and

J(k)d = 2kx ky (d1, −d0), with squared length 4kx² ky²(d0² + d1²) = 4q²(d0² + d1²).

Neither length depends on the direction of d. For q > 0, the spin levels near each of these points, measured from the kinetic energy, therefore form an isotropic cone to first order, E ≈ ±q|d| at the origin and E ≈ ±2q|d| at a satellite, which is twice as steep. In the full bands, the kinetic energy has a nonzero slope at a satellite and tilts the cone there, but it leaves the splitting unchanged.

```lean
/-- The first-order change of the Dresselhaus field under a displacement `d` has squared length
`q²|d|²` about the zone centre and `4q²|d|²` about any wavevector with `kx² = ky² = q`. -/
theorem cone_slopes (q : ℝ) (d : Fin 2 → ℝ) :
    (jacobian (field q) 0 *ᵥ d) ⬝ᵥ (jacobian (field q) 0 *ᵥ d) = q ^ 2 * (d ⬝ᵥ d) ∧
      ∀ k : Fin 2 → ℝ, k 0 ^ 2 = q → k 1 ^ 2 = q →
        (jacobian (field q) k *ᵥ d) ⬝ᵥ (jacobian (field q) k *ᵥ d)
          = 4 * q ^ 2 * (d ⬝ᵥ d) := by
  constructor
  · rw [← linearField_eq_jacobian]
    simp only [dotProduct, Fin.sum_univ_two]
    change -q * d 0 * (-q * d 0) + q * d 1 * (q * d 1) = q ^ 2 * (d 0 * d 0 + d 1 * d 1)
    ring
  · intro k hx hy
    -- the diagonal of the Jacobian vanishes, leaving a scaled quarter turn
    rw [jacobian_field, hx, hy]
    simp [Matrix.mulVec, dotProduct, Fin.sum_univ_two]
    linear_combination 4 * (d 0 ^ 2 + d 1 ^ 2) * (k 1 ^ 2 * hx + q * hy)

end

end DresselhausWell
```

In the statement, `*ᵥ` applies a matrix to a vector and `⬝ᵥ` is the dot product, so each equation gives a squared length. The equations concern the linear term alone; `hasFDerivAt_field` is what makes the remainder small compared with |d|. The proof at the origin replaces J(0)d by the linearized field through `linearField_eq_jacobian` and expands. At a satellite, `hx` and `hy` first clear the diagonal and then, inside `linear_combination`, turn kx² ky² into q².

Without the satellite conditions the isotropy can be lost. At k = (√q, 0) with q > 0, the Jacobian has the single nonzero entry −q, and the squared length is q² d0², which does not depend on d1. At q = 0 the equations remain true but both sides are zero: the field is then purely cubic, and its levels have no linear cone at the origin.

```lean
#print axioms DresselhausWell.det_jacobian_field
#print axioms DresselhausWell.linear_model_misses_degeneracy
#print axioms DresselhausWell.cone_slopes
```

```
'DresselhausWell.det_jacobian_field' depends on axioms: [propext, Classical.choice, Quot.sound]
'DresselhausWell.linear_model_misses_degeneracy' depends on axioms: [propext, Classical.choice, Quot.sound]
'DresselhausWell.cone_slopes' depends on axioms: [propext, Classical.choice, Quot.sound]
```
